# With pair interactions scaled by 1/(N − 1), the ground energy per distinguishable lattice particle never decreases from N = 2 on

If the ground energy per particle E_N/N could move either way as N grows, a small-system energy alone would not tell me on which side of it the large-N limit lies. I have two sites with hopping −t (t > 0), zero on-site energies and an interaction 3t when two distinguishable particles share a site. Diagonalising the pair gives E_2 = −t, so −t/2 per particle. I divide the interaction by N − 1 as I add particles. Is −t/2 above or below the limit?

## Two particles already give a lower bound

It is never above the limit. For a Hermitian one-body matrix h and real symmetric w on a finite nonempty site set, let

H_N = Σ_i h_i + (1/(N − 1)) Σ_{i<j} w(x_i, x_j),

with ground energy E_N. The scaling keeps the interaction per particle bounded although the number of pairs grows as N².

Let H_N^(k) act on N + 1 particles with particle k as a spectator. Summed over k, each h_i appears N times. Each pair appears N − 1 times with weight 1/(N − 1), hence with total weight 1 = N · (1/N). So for N ≥ 2

N H_{N+1} = Σ_k H_N^(k).

Take a normalised ground state ψ of H_{N+1} and let ψ_a be its slice with x_k = a. Then

⟨ψ|H_N^(k)|ψ⟩ = Σ_a ⟨ψ_a|H_N|ψ_a⟩ ≥ E_N Σ_a ‖ψ_a‖² = E_N.

Summing over the N + 1 spectators gives

(N + 1) E_N ≤ N E_{N+1},

and dividing by N(N + 1) gives E_N/N ≤ E_{N+1}/(N + 1).

Placing every particle on site a gives E_N/N ≤ h_aa + w_aa/2. A nondecreasing bounded sequence converges, and no term exceeds its limit.

In your system, 3E_2 ≤ 2E_3 gives E_3 ≥ −3t/2 without diagonalising the 8 × 8 matrix. The limit is at least −t/2. Putting all particles in the uniform orbital gives −t + 3t/4 = −t/4 per particle for every N, an ordinary variational estimate separate from the code, so the limit lies between −t/2 and −t/4.

In Lean, `X` is the site set and a state is a complex function on `Fin N → X`. `pairEnergy` is half the sum over ordered pairs, so `w` need not be symmetric. `energyPerParticle_mono` states the inequality for any `2 ≤ M` and `M ≤ N`; `energyPerParticle_tendsto` adds the limit, without identifying it with a Hartree minimum. Electrons would require restricting the states to antisymmetric ones, which the model does not do.

`variational_principle` shows that `groundEnergy`, an infimum, is the least eigenvalue, and gets the lower bound from positivity of the shifted matrix. `spectator_expectation` does the slicing; `sum_pairEnergy` and `hamiltonian_recursion` do the counting. `groundEnergy_step` evaluates the identity in an unnormalised eigenvector through the additive map `f`, then cancels the squared norm. Induction gives monotonicity. `energyPerParticle_le` supplies the one-site bound, and the limit is the supremum over N ≥ 2.

```lean
import Mathlib

open Matrix Filter Topology
open scoped ComplexOrder

namespace MeanFieldScaling

noncomputable section

variable {X : Type*} [Fintype X] [DecidableEq X] {N : ℕ}

/-- The real eigenvalues of a matrix Hamiltonian. -/
def energyLevels {n : Type*} [Fintype n] (H : Matrix n n ℂ) : Set ℝ :=
  {e | ∃ ψ : n → ℂ, ψ ≠ 0 ∧ H *ᵥ ψ = (e : ℂ) • ψ}

/-- The ground energy: the infimum of the energy levels, for a Hermitian matrix on a
nonempty basis. -/
def groundEnergy {n : Type*} [Fintype n] (H : Matrix n n ℂ) : ℝ := sInf (energyLevels H)

/-- The one-body matrix `h` acting on particle `i`, all other particles staying in place. -/
def oneBody (h : Matrix X X ℂ) (i : Fin N) : Matrix (Fin N → X) (Fin N → X) ℂ :=
  Matrix.of fun x y => if ∀ j, j ≠ i → x j = y j then h (x i) (y i) else 0

/-- Half the sum of `w` over ordered pairs of distinct particles; for symmetric `w` this is
the sum over pairs. -/
def pairEnergy (w : X → X → ℝ) (x : Fin N → X) : ℝ :=
  (1 / 2) * ∑ i, ∑ j, if i = j then 0 else w (x i) (x j)

/-- The mean-field scaled Hamiltonian of `N ≥ 2` distinguishable particles, with the pair
interaction divided by `N - 1`. -/
def hamiltonian (N : ℕ) (h : Matrix X X ℂ) (w : X → X → ℝ) :
    Matrix (Fin N → X) (Fin N → X) ℂ :=
  ∑ i, oneBody h i + Matrix.diagonal fun x => ((pairEnergy w x / ((N : ℝ) - 1) : ℝ) : ℂ)

/-- The ground energy per particle `E_N / N`, for `N ≥ 2`. -/
def energyPerParticle (N : ℕ) (h : Matrix X X ℂ) (w : X → X → ℝ) : ℝ :=
  groundEnergy (hamiltonian N h w) / N

/-- An `N`-particle operator acting on `N + 1` particles with particle `k` as a spectator. -/
def spectator (k : Fin (N + 1)) (A : Matrix (Fin N → X) (Fin N → X) ℂ) :
    Matrix (Fin (N + 1) → X) (Fin (N + 1) → X) ℂ :=
  Matrix.of fun x y => if x k = y k then
    A (fun i => x (k.succAbove i)) (fun i => y (k.succAbove i)) else 0

/-- The configuration `x` with an additional particle, numbered `k`, at site `a`. -/
def addParticle (k : Fin (N + 1)) (a : X) (x : Fin N → X) : Fin (N + 1) → X :=
  Fin.insertNth (α := fun _ => X) k a x

/-- The inner product of a vector with itself is the sum of the squared moduli of its components. -/
theorem star_dotProduct_self {n : Type*} [Fintype n] (ψ : n → ℂ) :
    star ψ ⬝ᵥ ψ = ((∑ x, ‖ψ x‖ ^ 2 : ℝ) : ℂ) := by
  rw [Complex.ofReal_sum]
  refine Finset.sum_congr rfl fun x _ => ?_
  rw [Complex.ofReal_pow]
  exact Complex.conj_mul' (ψ x)

/-- Variational principle: for a Hermitian matrix on a nonempty basis the ground energy is the least
eigenvalue, and its product with the squared norm of any vector `ψ` is at most the real part of
`⟨ψ|H|ψ⟩`. -/
theorem variational_principle {n : Type*} [Fintype n] [DecidableEq n] [Nonempty n]
    {H : Matrix n n ℂ} (hH : H.IsHermitian) :
    IsLeast (energyLevels H) (groundEnergy H) ∧
    ∀ ψ : n → ℂ, groundEnergy H * ∑ x, ‖ψ x‖ ^ 2 ≤ (star ψ ⬝ᵥ H *ᵥ ψ).re := by
  have eig : ∀ {A : Matrix n n ℂ} (hA : A.IsHermitian) (j : n),
      hA.eigenvalues j ∈ energyLevels A := by
    intro A hA j
    refine ⟨(hA.eigenvectorBasis j).ofLp, fun h0 => ?_, ?_⟩
    · exact hA.eigenvectorBasis.orthonormal.ne_zero j (by ext i; exact congrFun h0 i)
    · refine (hA.mulVec_eigenvectorBasis j).trans ?_
      ext i
      simp
  -- the levels are roots of the characteristic polynomial, hence finitely many
  have fin : (energyLevels H).Finite := by
    refine ((Polynomial.finite_setOfPred_isRoot H.charpoly_monic.ne_zero).preimage
      Complex.ofReal_injective.injOn).subset ?_
    rintro e ⟨ψ, hψ, he⟩
    show H.charpoly.eval (e : ℂ) = 0
    rw [Matrix.eval_charpoly, ← Matrix.exists_mulVec_eq_zero_iff]
    refine ⟨ψ, hψ, ?_⟩
    rw [Matrix.sub_mulVec, he]
    ext x
    simp [Matrix.scalar_apply]
  have least : IsLeast (energyLevels H) (groundEnergy H) :=
    ⟨Set.Nonempty.csInf_mem ⟨_, eig hH (Classical.arbitrary n)⟩ fin,
      fun e he => csInf_le fin.bddBelow he⟩
  refine ⟨least, fun ψ => ?_⟩
  -- the Hamiltonian shifted by its ground energy is positive semidefinite
  have hK : (H - (groundEnergy H : ℂ) • (1 : Matrix n n ℂ)).IsHermitian := by
    rw [Matrix.IsHermitian, conjTranspose_sub, conjTranspose_smul, conjTranspose_one, hH.eq]
    simp
  have hpos := hK.posSemidef_iff_eigenvalues_nonneg.mpr (fun j => by
    obtain ⟨v, hv, hKv⟩ := eig hK j
    rw [Matrix.sub_mulVec, Matrix.smul_mulVec, Matrix.one_mulVec] at hKv
    have hle := least.2 (show hK.eigenvalues j + groundEnergy H ∈ energyLevels H from
      ⟨v, hv, by rw [Complex.ofReal_add, add_smul, ← hKv, sub_add_cancel]⟩)
    show 0 ≤ hK.eigenvalues j
    linarith)
  have h0 := (Complex.le_def.mp (hpos.dotProduct_mulVec_nonneg ψ)).1
  rw [Matrix.sub_mulVec, Matrix.smul_mulVec, Matrix.one_mulVec, dotProduct_sub,
    dotProduct_smul, star_dotProduct_self, smul_eq_mul, ← Complex.ofReal_mul,
    Complex.sub_re, Complex.ofReal_re, Complex.zero_re] at h0
  linarith

/-- With particle `k` as a spectator, `⟨ψ|A|ψ⟩` and the squared norm of `ψ` are sums, over the site
of that particle, of the same quantities for the slices of `ψ`. -/
theorem spectator_expectation (k : Fin (N + 1)) (A : Matrix (Fin N → X) (Fin N → X) ℂ)
    (ψ : (Fin (N + 1) → X) → ℂ) :
    (star ψ ⬝ᵥ spectator k A *ᵥ ψ = ∑ a, star (fun x => ψ (addParticle k a x)) ⬝ᵥ
      A *ᵥ (fun x => ψ (addParticle k a x))) ∧
    ∑ x, ‖ψ x‖ ^ 2 = ∑ a, ∑ x, ‖ψ (addParticle k a x)‖ ^ 2 := by
  have split : ∀ {M : Type} [AddCommMonoid M] (F : (Fin (N + 1) → X) → M),
      ∑ x, F x = ∑ a, ∑ x, F (addParticle k a x) := fun F =>
    ((Fin.insertNthEquiv (fun _ => X) k).sum_comp F).symm.trans (Fintype.sum_prod_type _)
  refine ⟨?_, split _⟩
  have slice : ∀ a x, (spectator k A *ᵥ ψ) (addParticle k a x) =
      (A *ᵥ fun y => ψ (addParticle k a y)) x := by
    intro a x
    simp only [Matrix.mulVec, dotProduct]
    rw [split, Finset.sum_eq_single a]
    · simp [spectator, addParticle]
    · intro b _ hb
      simp [spectator, addParticle, hb.symm]
    · simp
  simp only [dotProduct]
  rw [split]
  refine Finset.sum_congr rfl fun a _ => Finset.sum_congr rfl fun x _ => ?_
  rw [slice a x]
  rfl

omit [Fintype X] [DecidableEq X] in
/-- Omitting each of `N + 1` particles in turn counts the pair energy `N - 1` times. -/
theorem sum_pairEnergy (w : X → X → ℝ) (x : Fin (N + 1) → X) :
    ∑ k : Fin (N + 1), pairEnergy w (fun i => x (k.succAbove i)) =
      ((N : ℝ) - 1) * pairEnergy w x := by
  have count : ∀ G : Fin (N + 1) → Fin (N + 1) → ℝ, (∀ i, G i i = 0) →
      ∑ k : Fin (N + 1), ∑ i, ∑ j, G (k.succAbove i) (k.succAbove j) =
        ((N : ℝ) - 1) * ∑ i, ∑ j, G i j := by
    intro G hG
    have e : ∀ k : Fin (N + 1), ∑ i, ∑ j, G (k.succAbove i) (k.succAbove j) =
        ∑ i, ∑ j, G i j - ∑ j, G k j - ∑ i, G i k := by
      intro k
      have a := Fin.sum_univ_succAbove (fun i => ∑ j, G i j) k
      have b : ∀ i, ∑ j, G (k.succAbove i) j = G (k.succAbove i) k +
          ∑ j, G (k.succAbove i) (k.succAbove j) := fun i => Fin.sum_univ_succAbove _ k
      have c := Fin.sum_univ_succAbove (fun i => G i k) k
      simp only [b, Finset.sum_add_distrib] at a
      have d := hG k
      linarith
    have comm : ∑ k, ∑ i, G i k = ∑ i, ∑ j, G i j := Finset.sum_comm
    simp only [e, Finset.sum_sub_distrib, Finset.sum_const, Finset.card_univ,
      Fintype.card_fin, nsmul_eq_mul]
    rw [comm]
    push_cast
    ring
  have h := count (fun i j => if i = j then 0 else w (x i) (x j)) (by simp)
  simp only [Fin.succAbove_right_inj] at h
  unfold pairEnergy
  rw [← Finset.mul_sum, h]
  ring

omit [Fintype X] in
/-- The many-particle Hamiltonian is Hermitian if the one-body matrix is. -/
theorem hamiltonian_isHermitian {h : Matrix X X ℂ} (hh : h.IsHermitian) (w : X → X → ℝ)
    (N : ℕ) : (hamiltonian N h w).IsHermitian := by
  have hone : ∀ i : Fin N, (oneBody h i).IsHermitian := by
    intro i
    refine Matrix.IsHermitian.ext fun x y => ?_
    have c : (∀ j, j ≠ i → y j = x j) ↔ (∀ j, j ≠ i → x j = y j) :=
      forall₂_congr fun _ _ => eq_comm
    simp only [oneBody, Matrix.of_apply]
    rw [if_congr c rfl rfl]
    split_ifs
    · exact hh.apply _ _
    · exact star_zero _
  rw [Matrix.IsHermitian, hamiltonian, conjTranspose_add, conjTranspose_sum,
    diagonal_conjTranspose]
  refine congrArg₂ (· + ·) (Finset.sum_congr rfl fun i _ => (hone i).eq) ?_
  exact congrArg Matrix.diagonal (funext fun x => Complex.conj_ofReal _)

/-- For `N ≥ 2`, `N` times the Hamiltonian of `N + 1` particles is the sum of the `N`-particle
Hamiltonians obtained by making each particle in turn a spectator. -/
theorem hamiltonian_recursion (hN : 2 ≤ N) (h : Matrix X X ℂ) (w : X → X → ℝ) :
    (N : ℂ) • hamiltonian (N + 1) h w = ∑ k, spectator k (hamiltonian N h w) := by
  have hone : ∀ (k : Fin (N + 1)) (i : Fin N),
      spectator k (oneBody h i) = oneBody h (k.succAbove i) := by
    intro k i
    ext x y
    have c : (∀ j, j ≠ k.succAbove i → x j = y j) ↔
        x k = y k ∧ ∀ j, j ≠ i → x (k.succAbove j) = y (k.succAbove j) := by
      constructor
      · intro H
        exact ⟨H k (Fin.succAbove_ne k i).symm,
          fun j hj => H _ fun e => hj (Fin.succAbove_right_injective e)⟩
      · rintro ⟨hk, H⟩ j hj
        rcases Fin.eq_self_or_eq_succAbove k j with rfl | ⟨l, rfl⟩
        · exact hk
        · exact H l fun e => hj (by rw [e])
    simp only [spectator, oneBody, Matrix.of_apply]
    rw [if_congr c rfl rfl, ite_and]
  have hdiag : ∀ (k : Fin (N + 1)) (D : (Fin N → X) → ℂ), spectator k (Matrix.diagonal D) =
      Matrix.diagonal fun x => D fun i => x (k.succAbove i) := by
    intro k D
    ext x y
    by_cases hxy : x = y
    · subst hxy
      simp [spectator]
    · rw [Matrix.diagonal_apply_ne _ hxy]
      simp only [spectator, Matrix.of_apply]
      split_ifs with hk
      · refine Matrix.diagonal_apply_ne _ fun e => hxy (funext fun j => ?_)
        rcases Fin.eq_self_or_eq_succAbove k j with rfl | ⟨l, rfl⟩
        · exact hk
        · exact congrFun e l
      · rfl
  have key : ∀ k : Fin (N + 1), spectator k (hamiltonian N h w) =
      ∑ i, oneBody h (k.succAbove i) + Matrix.diagonal fun x =>
        ((pairEnergy w (fun i => x (k.succAbove i)) / ((N : ℝ) - 1) : ℝ) : ℂ) := by
    intro k
    rw [← hdiag k (fun x => ((pairEnergy w x / ((N : ℝ) - 1) : ℝ) : ℂ)),
      Finset.sum_congr rfl fun i _ => (hone k i).symm]
    ext x y
    by_cases hk : x k = y k <;> simp [spectator, hamiltonian, Matrix.sum_apply, hk]
  ext x y
  -- every one-body term survives N of the N + 1 omissions
  have h1 : ∑ k : Fin (N + 1), ∑ i, oneBody h (k.succAbove i) x y =
      (N : ℂ) * ∑ i, oneBody h i x y := by
    have e : ∀ k : Fin (N + 1), ∑ i, oneBody h (k.succAbove i) x y =
        ∑ i, oneBody h i x y - oneBody h k x y := fun k => by
      rw [Fin.sum_univ_succAbove (fun i => oneBody h i x y) k]
      ring
    simp only [e, Finset.sum_sub_distrib, Finset.sum_const, Finset.card_univ,
      Fintype.card_fin, nsmul_eq_mul]
    push_cast
    ring
  simp only [key, Finset.sum_add_distrib, Matrix.smul_apply, Matrix.add_apply,
    Matrix.sum_apply, smul_eq_mul, h1]
  rw [hamiltonian, Matrix.add_apply, Matrix.sum_apply, mul_add]
  refine congrArg₂ (· + ·) rfl ?_
  by_cases hxy : x = y
  · subst hxy
    simp only [Matrix.diagonal_apply_eq]
    have hN2 : (2 : ℝ) ≤ N := by exact_mod_cast hN
    have n0 : (N : ℝ) ≠ 0 := by linarith
    have n1 : (N : ℝ) - 1 ≠ 0 := by linarith
    have hr : (N : ℝ) * (pairEnergy w x / (((N + 1 : ℕ) : ℝ) - 1)) =
        ∑ k : Fin (N + 1), pairEnergy w (fun i => x (k.succAbove i)) / ((N : ℝ) - 1) := by
      rw [← Finset.sum_div, sum_pairEnergy, Nat.cast_add, Nat.cast_one, add_sub_cancel_right,
        mul_div_cancel_left₀ _ n1]
      field_simp
    have hc := congrArg Complex.ofReal hr
    simpa only [Complex.ofReal_mul, Complex.ofReal_sum, Complex.ofReal_natCast] using hc
  · simp [Matrix.diagonal_apply_ne _ hxy]

/-- For Hermitian `h`, a nonempty site set and `N ≥ 2`, adding one particle obeys
`(N + 1) E_N ≤ N E_{N+1}`. -/
theorem groundEnergy_step [Nonempty X] {h : Matrix X X ℂ} (hh : h.IsHermitian)
    (w : X → X → ℝ) (hN : 2 ≤ N) :
    ((N : ℝ) + 1) * groundEnergy (hamiltonian N h w) ≤
      N * groundEnergy (hamiltonian (N + 1) h w) := by
  obtain ⟨ψ, hψ, hE⟩ := (variational_principle (hamiltonian_isHermitian hh w (N + 1))).1.1
  have hS : 0 < ∑ x, ‖ψ x‖ ^ 2 := by
    obtain ⟨x, hx⟩ := Function.ne_iff.mp hψ
    have hx' : 0 < ‖ψ x‖ := norm_pos_iff.mpr hx
    exact Finset.sum_pos' (fun _ _ => by positivity) ⟨x, Finset.mem_univ x, by positivity⟩
  -- the real part of ⟨ψ|A|ψ⟩ for the unnormalised ground eigenvector ψ, as an additive map of A
  let f : Matrix (Fin (N + 1) → X) (Fin (N + 1) → X) ℂ →+ ℝ :=
    { toFun := fun A => (star ψ ⬝ᵥ A *ᵥ ψ).re
      map_zero' := by simp
      map_add' := fun A B => by rw [Matrix.add_mulVec, dotProduct_add, Complex.add_re] }
  have hs := congrArg f (hamiltonian_recursion hN h w)
  rw [map_sum] at hs
  have hl : f ((N : ℂ) • hamiltonian (N + 1) h w) =
      N * (groundEnergy (hamiltonian (N + 1) h w) * ∑ x, ‖ψ x‖ ^ 2) := by
    show (star ψ ⬝ᵥ ((N : ℂ) • hamiltonian (N + 1) h w) *ᵥ ψ).re = _
    rw [Matrix.smul_mulVec, hE, dotProduct_smul, dotProduct_smul, star_dotProduct_self,
      smul_eq_mul, smul_eq_mul, ← Complex.ofReal_natCast N, ← Complex.ofReal_mul,
      ← Complex.ofReal_mul, Complex.ofReal_re]
  have hk : ∀ k : Fin (N + 1), groundEnergy (hamiltonian N h w) * ∑ x, ‖ψ x‖ ^ 2 ≤
      f (spectator k (hamiltonian N h w)) := by
    intro k
    show _ ≤ (star ψ ⬝ᵥ spectator k (hamiltonian N h w) *ᵥ ψ).re
    obtain ⟨h1, h2⟩ := spectator_expectation k (hamiltonian N h w) ψ
    rw [h1, h2, Complex.re_sum, Finset.mul_sum]
    exact Finset.sum_le_sum fun a _ =>
      (variational_principle (hamiltonian_isHermitian hh w N)).2 _
  have hsum := Finset.sum_le_sum fun k (_ : k ∈ Finset.univ) => hk k
  rw [← hs, hl, Finset.sum_const, Finset.card_univ, Fintype.card_fin, nsmul_eq_mul,
    Nat.cast_add, Nat.cast_one] at hsum
  refine le_of_mul_le_mul_right ?_ hS
  linarith

/-- With mean-field scaling, Hermitian `h` and a nonempty site set, the ground energy per
particle is nondecreasing in the particle number from two particles on. -/
theorem energyPerParticle_mono [Nonempty X] {h : Matrix X X ℂ} (hh : h.IsHermitian)
    (w : X → X → ℝ) {M N : ℕ} (hM : 2 ≤ M) (hMN : M ≤ N) :
    energyPerParticle M h w ≤ energyPerParticle N h w := by
  induction N, hMN using Nat.le_induction with
  | base => exact le_rfl
  | succ n hn ih =>
    refine ih.trans ?_
    have hstep := groundEnergy_step hh w (hM.trans hn)
    have n0 : (0 : ℝ) < n := by exact_mod_cast (by omega : 0 < n)
    unfold energyPerParticle
    rw [Nat.cast_add, Nat.cast_one, div_le_div_iff₀ n0 (by linarith)]
    linarith

/-- For Hermitian `h` and `N ≥ 2`, placing all particles on one site `a` bounds the ground
energy per particle by `h a a + w a a / 2`. -/
theorem energyPerParticle_le {h : Matrix X X ℂ} (hh : h.IsHermitian) (w : X → X → ℝ)
    (hN : 2 ≤ N) (a : X) : energyPerParticle N h w ≤ (h a a).re + w a a / 2 := by
  have : Nonempty X := ⟨a⟩
  have hN2 : (2 : ℝ) ≤ N := by exact_mod_cast hN
  have n1 : (N : ℝ) - 1 ≠ 0 := by linarith
  let c : Fin N → X := fun _ => a
  let ψ : (Fin N → X) → ℂ := fun x => if x = c then 1 else 0
  have hv := (variational_principle (hamiltonian_isHermitian hh w N)).2 ψ
  have hnorm : ∑ x, ‖ψ x‖ ^ 2 = 1 := by
    rw [Finset.sum_eq_single c (fun b _ hb => by simp [ψ, hb]) (by simp)]
    simp [ψ]
  have hstar : star ψ = ψ := by
    funext x
    by_cases hx : x = c <;> simp [ψ, hx]
  have hexp : star ψ ⬝ᵥ hamiltonian N h w *ᵥ ψ = hamiltonian N h w c c := by
    rw [hstar]
    simp [dotProduct, Matrix.mulVec, ψ]
  have hpair : pairEnergy w c = ((N : ℝ) - 1) * (N * (w a a / 2)) := by
    have e : ∀ i : Fin N, ∑ j, (if i = j then 0 else w a a) = ((N : ℝ) - 1) * w a a := by
      intro i
      have e' : ∀ j, (if i = j then 0 else w a a) = w a a - if i = j then w a a else 0 := by
        intro j
        split_ifs <;> simp
      simp only [e', Finset.sum_sub_distrib, Finset.sum_const, Finset.card_univ,
        Fintype.card_fin, nsmul_eq_mul, Finset.sum_ite_eq, Finset.mem_univ, if_true]
      ring
    simp only [pairEnergy, c, e, Finset.sum_const, Finset.card_univ, Fintype.card_fin,
      nsmul_eq_mul]
    ring
  have hcc : (hamiltonian N h w c c).re = N * ((h a a).re + w a a / 2) := by
    rw [hamiltonian, Matrix.add_apply, Matrix.sum_apply, Matrix.diagonal_apply_eq, hpair,
      mul_div_cancel_left₀ _ n1, Complex.add_re, Complex.ofReal_re, Complex.re_sum]
    have e : ∀ i : Fin N, oneBody h i c c = h a a := fun i => by simp [oneBody, c]
    simp only [e, Finset.sum_const, Finset.card_univ, Fintype.card_fin, nsmul_eq_mul]
    ring
  rw [hnorm, hexp, hcc, mul_one] at hv
  unfold energyPerParticle
  rw [div_le_iff₀ (by linarith)]
  linarith

/-- For Hermitian `h` on a nonempty site set, the ground energy per particle converges as the
particle number grows, and the limit bounds all its values for `N ≥ 2` from above. -/
theorem energyPerParticle_tendsto [Nonempty X] {h : Matrix X X ℂ} (hh : h.IsHermitian)
    (w : X → X → ℝ) : ∃ e : ℝ,
    Tendsto (fun N => energyPerParticle N h w) atTop (𝓝 e) ∧
    ∀ N, 2 ≤ N → energyPerParticle N h w ≤ e := by
  have hmono : Monotone fun n : ℕ => energyPerParticle (n + 2) h w := fun m n hmn =>
    energyPerParticle_mono hh w (by omega) (by omega)
  have hb : BddAbove (Set.range fun n : ℕ => energyPerParticle (n + 2) h w) := by
    let a : X := Classical.arbitrary X
    refine ⟨(h a a).re + w a a / 2, ?_⟩
    rintro _ ⟨n, rfl⟩
    exact energyPerParticle_le hh w (by omega) a
  refine ⟨⨆ n : ℕ, energyPerParticle (n + 2) h w,
    (tendsto_add_atTop_iff_nat 2).mp (tendsto_atTop_ciSup hmono hb), fun N hN => ?_⟩
  obtain ⟨n, rfl⟩ := Nat.exists_eq_add_of_le' hN
  exact le_ciSup hb n

end

end MeanFieldScaling
```

```lean
#print axioms MeanFieldScaling.energyPerParticle_tendsto
```

```
'MeanFieldScaling.energyPerParticle_tendsto' depends on axioms: [propext, Classical.choice, Quot.sound]
```
